# Subtracting the static doubles term keeps a coupled singles–doubles matrix positive definite when both diagonal blocks are

Take one single excitation at energy 2 and one double excitation at energy 4, coupled by a matrix element 3. For real amplitudes $x$ (single) and $y$ (double), the quadratic form of the $2\times2$ matrix is

$$2x^2+6xy+4y^2=4\left(y+\tfrac34x\right)^2-\tfrac14x^2 .$$

Both uncoupled energies are positive, yet the choice $y=-\tfrac34x$ with $x\neq0$ makes the form negative, so the matrix has a negative eigenvalue. With this $y$, the two terms containing $y$ together lower the coefficient of $x^2$ by $9/4$, more than the 2 that was there. If $9/4$ is added to the singles entry beforehand, the same rearrangement gives $4(y+\tfrac34x)^2+2x^2$, which is positive for every nonzero pair. The problems below treat this mechanism for matrix blocks of any finite size.

## Blocks, kernel and subtraction

Let $A$ be the block of the single excitations, $D$ that of the double excitations, and $C$ the coupling between them. All entries are complex. In Lean the finite index types `m` and `n` label the singles and the doubles, and `m ⊕ n` labels both together.

```lean
import Mathlib

open Matrix
open scoped ComplexOrder

namespace DynamicalKernel

noncomputable section

variable {m n : Type*} [Fintype m] [Fintype n] [DecidableEq n]
```

The extended matrix is

$$H=\begin{pmatrix}A&C\\C^\dagger&D\end{pmatrix}.$$

Its eigenvalues stand for excitation energies measured from the reference state, in an orthonormal basis. In the code `ᴴ` is the conjugate transpose.

```lean
/-- The extended matrix of single excitations (block `A`) and double excitations (block `D`),
coupled by `C`. -/
def extended (A : Matrix m m ℂ) (C : Matrix m n ℂ) (D : Matrix n n ℂ) :
    Matrix (m ⊕ n) (m ⊕ n) ℂ :=
  fromBlocks A C Cᴴ D
```

The dynamical kernel acts on the singles alone and depends on the frequency $\omega$. The name is used here for the whole effective matrix, including $A$, and not only for its interaction part:

$$K(\omega)=A+C(\omega-D)^{-1}C^\dagger .$$

```lean
/-- The dynamical kernel `A + C (ω - D)⁻¹ C†` in the space of single excitations, for
frequencies `ω` at which `ω - D` is invertible. -/
def folded (A : Matrix m m ℂ) (C : Matrix m n ℂ) (D : Matrix n n ℂ) (ω : ℂ) : Matrix m m ℂ :=
  A + C * (ω • (1 : Matrix n n ℂ) - D)⁻¹ * Cᴴ
```

The subtracted matrix $H_{\rm s}$ has the same $C$ and $D$, but $A+CD^{-1}C^\dagger$ in place of $A$.

```lean
/-- The subtracted matrix, in which `A` is replaced by `A + C D⁻¹ C†`, for invertible `D`. -/
def subtracted (A : Matrix m m ℂ) (C : Matrix m n ℂ) (D : Matrix n n ℂ) :
    Matrix (m ⊕ n) (m ⊕ n) ℂ :=
  extended (A + C * D⁻¹ * Cᴴ) C D
```

`PosDef` means that a matrix is Hermitian and that $v^\dagger Mv>0$ for every $v\neq0$. With the order on $\mathbb C$ used here, $z>0$ says that $z$ is real and positive. A stacked vector $(x,y)$ is written `Sum.elim x y`, a matrix acting on a vector is `*ᵥ`, and $u^\dagger v$ is `star u ⬝ᵥ v`.

The results show when coupling to doubles can drive an excitation energy to zero or below, and how a static subtraction prevents it if $A$ and $D$ are positive definite. They hold for a finite model whose blocks do not depend on frequency and which has no resonant–antiresonant coupling. The blocks are given; they are not derived from a screened interaction. To apply them to a Bethe–Salpeter calculation with a dynamical kernel, one has to check that its effective matrix can be written as $K(\omega)$ above with such blocks, which an approximate kernel need not allow.

## (a) Eliminating the doubles amplitude

**Task.** Let $\omega-D$ be invertible. Show that

$$H\begin{pmatrix}x\\y\end{pmatrix}=\omega\begin{pmatrix}x\\y\end{pmatrix}\iff K(\omega)x=\omega x\ \text{ and }\ y=(\omega-D)^{-1}C^\dagger x .$$

**Solution.** The two block rows of the eigenvalue equation are

$$Ax+Cy=\omega x,\qquad C^\dagger x+Dy=\omega y .$$

The second row says $(\omega-D)y=C^\dagger x$, which is equivalent to $y=(\omega-D)^{-1}C^\dagger x$ because $\omega-D$ is invertible. With this $y$, the first row becomes

$$Ax+C(\omega-D)^{-1}C^\dagger x=\omega x,$$

which is $K(\omega)x=\omega x$. Each step can be reversed.

In the proof, `rows` splits the equation into its block rows, `solve` handles the second row in both directions, and `hf` writes out $K(\omega)x$. Neither $A$ nor $D$ has to be Hermitian, and $\omega$ may be complex. Eigenvalues of $H$ at which $\omega-D$ is singular, such as the energy of a double that couples to nothing, are not covered.

```lean
/-- If `ω - D` is invertible, the eigenvalue equation of the extended matrix at `ω` is equivalent
to that of the folded kernel, with the doubles amplitude `y` fixed by the singles amplitude `x`. -/
theorem extended_eigen_iff_folded (A : Matrix m m ℂ) (C : Matrix m n ℂ) (D : Matrix n n ℂ)
    (ω : ℂ) (hω : IsUnit (ω • (1 : Matrix n n ℂ) - D).det) (x : m → ℂ) (y : n → ℂ) :
    extended A C D *ᵥ Sum.elim x y = ω • Sum.elim x y ↔
      folded A C D ω *ᵥ x = ω • x ∧
        y = (ω • (1 : Matrix n n ℂ) - D)⁻¹ *ᵥ (Cᴴ *ᵥ x) := by
  -- the two block rows of the eigenvalue equation
  have rows : extended A C D *ᵥ Sum.elim x y = ω • Sum.elim x y ↔
      A *ᵥ x + C *ᵥ y = ω • x ∧ Cᴴ *ᵥ x + D *ᵥ y = ω • y := by
    rw [extended, fromBlocks_mulVec, Sum.elim_comp_inl, Sum.elim_comp_inr]
    constructor
    · intro h
      exact ⟨funext fun i => congrFun h (Sum.inl i), funext fun i => congrFun h (Sum.inr i)⟩
    · rintro ⟨h1, h2⟩
      funext i
      cases i with
      | inl i => exact congrFun h1 i
      | inr i => exact congrFun h2 i
  -- the second row is solved for the doubles amplitude
  have solve : Cᴴ *ᵥ x + D *ᵥ y = ω • y ↔
      y = (ω • (1 : Matrix n n ℂ) - D)⁻¹ *ᵥ (Cᴴ *ᵥ x) := by
    constructor
    · intro h
      have h' : (ω • (1 : Matrix n n ℂ) - D) *ᵥ y = Cᴴ *ᵥ x := by
        rw [sub_mulVec, smul_mulVec, one_mulVec, ← h, add_sub_cancel_right]
      rw [← h', mulVec_mulVec, nonsing_inv_mul _ hω, one_mulVec]
    · intro h
      have h' : (ω • (1 : Matrix n n ℂ) - D) *ᵥ y = Cᴴ *ᵥ x := by
        rw [h, mulVec_mulVec, mul_nonsing_inv _ hω, one_mulVec]
      rw [sub_mulVec, smul_mulVec, one_mulVec] at h'
      rw [← h', sub_add_cancel]
  have hf : folded A C D ω *ᵥ x =
      A *ᵥ x + C *ᵥ ((ω • (1 : Matrix n n ℂ) - D)⁻¹ *ᵥ (Cᴴ *ᵥ x)) := by
    simp only [folded, add_mulVec, mulVec_mulVec, Matrix.mul_assoc]
  rw [rows, solve, hf]
  constructor
  · rintro ⟨h1, h2⟩
    exact ⟨by rw [← h2]; exact h1, h2⟩
  · rintro ⟨h1, h2⟩
    exact ⟨by rw [h2]; exact h1, h2⟩
```

## (b) The kernel at zero frequency

**Task.** For positive definite $D$, show that

$$K(0)=A-CD^{-1}C^\dagger .$$

**Solution.** A positive definite matrix is invertible. Since $(-D)(-D^{-1})=1$, we have $(0-D)^{-1}=-D^{-1}$. Inserting this into $K(0)$ gives the result.

The step `h` is this inverse of $-D$; the last line moves the sign out of the product.

```lean
omit [Fintype m] in
/-- For positive definite `D`, the folded kernel at zero frequency is `A - C D⁻¹ C†`. -/
theorem folded_zero (A : Matrix m m ℂ) (C : Matrix m n ℂ) {D : Matrix n n ℂ} (hD : D.PosDef) :
    folded A C D 0 = A - C * D⁻¹ * Cᴴ := by
  have hu : IsUnit D.det := (Matrix.isUnit_iff_isUnit_det D).mp hD.isUnit
  have h : (-D)⁻¹ = -D⁻¹ := inv_eq_right_inv (by rw [neg_mul_neg, mul_nonsing_inv _ hu])
  rw [folded, zero_smul, zero_sub, h, Matrix.mul_neg, Matrix.neg_mul, sub_eq_add_neg]
```

## (c) Completing the square with matrix blocks

**Task.** Write $S=A-CD^{-1}C^\dagger$. For positive definite $D$ and all $x,y$, show that

$$\begin{pmatrix}x\\y\end{pmatrix}^{\!\dagger}H\begin{pmatrix}x\\y\end{pmatrix}=(y+D^{-1}C^\dagger x)^\dagger D\,(y+D^{-1}C^\dagger x)+x^\dagger Sx .$$

**Solution.** Put $z=D^{-1}C^\dagger x$. Then $Dz=C^\dagger x$, and because $D$ is Hermitian, $z^\dagger D=x^\dagger C$. Therefore

$$\begin{aligned}(y+z)^\dagger D(y+z)&=y^\dagger Dy+y^\dagger Dz+z^\dagger Dy+z^\dagger Dz\\&=y^\dagger Dy+y^\dagger C^\dagger x+x^\dagger Cy+x^\dagger Cz .\end{aligned}$$

The other term is $x^\dagger Sx=x^\dagger Ax-x^\dagger Cz$. In the sum $x^\dagger Cz$ cancels, leaving

$$x^\dagger Ax+x^\dagger Cy+y^\dagger C^\dagger x+y^\dagger Dy,$$

which is the quadratic form of $H$.

In the proof, `e` is this last expansion, `hz` is $Dz=C^\dagger x$, and `hadj` is $z^\dagger Dv=x^\dagger Cv$ for every $v$. The final `linear_combination` uses `hadj` at $v=y$ and $v=z$ to collect the terms. The identity does not need $A$ to be Hermitian.

```lean
/-- Completing the square: for positive definite `D`, the quadratic form of the extended matrix is
that of `D` at the shifted doubles amplitude `y + D⁻¹ C† x` plus that of `A - C D⁻¹ C†` at `x`. -/
theorem completing_square (A : Matrix m m ℂ) (C : Matrix m n ℂ) {D : Matrix n n ℂ}
    (hD : D.PosDef) (x : m → ℂ) (y : n → ℂ) :
    star (Sum.elim x y) ⬝ᵥ (extended A C D *ᵥ Sum.elim x y) =
      star (y + D⁻¹ *ᵥ (Cᴴ *ᵥ x)) ⬝ᵥ (D *ᵥ (y + D⁻¹ *ᵥ (Cᴴ *ᵥ x))) +
        star x ⬝ᵥ ((A - C * D⁻¹ * Cᴴ) *ᵥ x) := by
  have hu : IsUnit D.det := (Matrix.isUnit_iff_isUnit_det D).mp hD.isUnit
  have e : star (Sum.elim x y) ⬝ᵥ (extended A C D *ᵥ Sum.elim x y) =
      star x ⬝ᵥ (A *ᵥ x + C *ᵥ y) + star y ⬝ᵥ (Cᴴ *ᵥ x + D *ᵥ y) := by
    rw [extended, fromBlocks_mulVec]
    simp only [dotProduct, Fintype.sum_sum_type, Pi.star_apply, Sum.elim_inl, Sum.elim_inr,
      Sum.elim_comp_inl, Sum.elim_comp_inr]
  have hS : (A - C * D⁻¹ * Cᴴ) *ᵥ x = A *ᵥ x - C *ᵥ (D⁻¹ *ᵥ (Cᴴ *ᵥ x)) := by
    simp only [sub_mulVec, mulVec_mulVec, Matrix.mul_assoc]
  have hz : D *ᵥ (D⁻¹ *ᵥ (Cᴴ *ᵥ x)) = Cᴴ *ᵥ x := by
    rw [mulVec_mulVec, mul_nonsing_inv _ hu, one_mulVec]
  rw [e, hS]
  -- the shift `z` satisfies `D z = C† x`
  generalize D⁻¹ *ᵥ (Cᴴ *ᵥ x) = z at hz ⊢
  have hrow : star z ᵥ* D = star x ᵥ* C := by
    have h := congrArg star hz
    rwa [star_mulVec, star_mulVec, hD.isHermitian.eq, conjTranspose_conjTranspose] at h
  have hadj : ∀ v, star z ⬝ᵥ (D *ᵥ v) = star x ⬝ᵥ (C *ᵥ v) := fun v => by
    rw [Matrix.dotProduct_mulVec, hrow, ← Matrix.dotProduct_mulVec]
  have hy : star y ⬝ᵥ (D *ᵥ z) = star y ⬝ᵥ (Cᴴ *ᵥ x) := by rw [hz]
  simp only [mulVec_add, dotProduct_add, star_add, add_dotProduct, dotProduct_sub]
  linear_combination (-1) * hy - hadj y - hadj z
```

## (d) A positivity test in the singles space

**Task.** For positive definite $D$, show that

$$H>0\iff A-CD^{-1}C^\dagger>0,$$

where $>0$ means positive definite. Nothing is assumed about $A$.

**Solution.** The matrix $CD^{-1}C^\dagger$ is Hermitian, so $A$ is Hermitian exactly when $S$ is, and then so is $H$.

Suppose $H>0$ and take $x\neq0$. Choose $y=-D^{-1}C^\dagger x$. The square in (c) vanishes, and what remains is $x^\dagger Sx$, which is positive because $(x,y)\neq0$.

Conversely, suppose $S>0$ and take $(x,y)\neq0$. If $x=0$, then $y\neq0$ and the form equals $y^\dagger Dy>0$. If $x\neq0$, the square is at least zero and $x^\dagger Sx>0$.

The Lean proof makes the same choice of $y$ in the first direction and the same case distinction, `by_cases hx : x = 0`, in the second. By (b), the matrix being tested is $K(0)$.

```lean
/-- For positive definite `D`, the extended matrix is positive definite if and only if
`A - C D⁻¹ C†` is. -/
theorem extended_posDef_iff (A : Matrix m m ℂ) (C : Matrix m n ℂ) {D : Matrix n n ℂ}
    (hD : D.PosDef) : (extended A C D).PosDef ↔ (A - C * D⁻¹ * Cᴴ).PosDef := by
  have hC : (C * D⁻¹ * Cᴴ).IsHermitian := by
    simp [Matrix.IsHermitian, conjTranspose_mul, conjTranspose_nonsing_inv,
      hD.isHermitian.eq, Matrix.mul_assoc]
  constructor
  · intro h
    have hA : A.IsHermitian := (isHermitian_fromBlocks_iff.mp h.isHermitian).1
    refine posDef_iff_dotProduct_mulVec.mpr ⟨hA.sub hC, fun x hx => ?_⟩
    -- choose the doubles amplitude that makes the square vanish
    have hne : Sum.elim x (-(D⁻¹ *ᵥ (Cᴴ *ᵥ x))) ≠ 0 :=
      fun h0 => hx (funext fun i => congrFun h0 (Sum.inl i))
    have hp := h.dotProduct_mulVec_pos hne
    rw [completing_square A C hD, neg_add_cancel, mulVec_zero, dotProduct_zero, zero_add] at hp
    exact hp
  · intro h
    have hA : A.IsHermitian := by
      have h' := h.isHermitian.add hC
      rwa [sub_add_cancel] at h'
    refine posDef_iff_dotProduct_mulVec.mpr ⟨isHermitian_fromBlocks_iff.mpr
      ⟨hA, rfl, conjTranspose_conjTranspose C, hD.isHermitian⟩, fun v hv => ?_⟩
    obtain ⟨x, y, rfl⟩ : ∃ x y, v = Sum.elim x y := ⟨_, _, (Sum.elim_comp_inl_inr v).symm⟩
    rw [completing_square A C hD]
    by_cases hx : x = 0
    · subst hx
      have hy : y ≠ 0 := by
        rintro rfl
        apply hv
        funext i
        cases i <;> rfl
      simp only [mulVec_zero, add_zero, dotProduct_zero]
      exact hD.dotProduct_mulVec_pos hy
    · exact add_pos_of_nonneg_of_pos (hD.posSemidef.dotProduct_mulVec_nonneg _)
        (h.dotProduct_mulVec_pos hx)
```

## (e) Positive blocks, negative energy

**Task.** For one single and one double with $A=D=1$ and $C=2$, show that the blocks are positive definite but

$$\begin{pmatrix}1&2\\2&1\end{pmatrix}\not>0 .$$

**Solution.** The number 1 is positive, which settles both blocks. For the vector $(1,-1)$ the quadratic form is

$$1-2-2+1=-2 .$$

The vector has squared norm 2, so the normalised expectation value is $-1$. It is in fact an eigenvector with that eigenvalue.

The code assumes positive definiteness, applies it to the vector $(1,-1)$, and `norm_num` evaluates the form to reach a contradiction.

```lean
/-- With one single and one double excitation, `A = D = 1` and `C = 2`, the blocks `A` and `D` are
positive definite but the extended matrix is not. -/
theorem extended_not_posDef :
    (1 : Matrix (Fin 1) (Fin 1) ℂ).PosDef ∧
      ¬ (extended (1 : Matrix (Fin 1) (Fin 1) ℂ) !![2] 1).PosDef := by
  refine ⟨Matrix.PosDef.one, fun h => ?_⟩
  -- the quadratic form at the test vector (1, -1) is -2
  have hne : (Sum.elim (fun _ => 1) (fun _ => -1) : Fin 1 ⊕ Fin 1 → ℂ) ≠ 0 :=
    fun h0 => one_ne_zero (congrFun h0 (Sum.inl 0))
  have hp := (Complex.lt_def.mp (h.dotProduct_mulVec_pos hne)).1
  norm_num [extended, dotProduct, mulVec, Fintype.sum_sum_type] at hp
```

## (f) Positivity after the subtraction

**Task.** For positive definite $D$ and any coupling $C$, show that

$$H_{\rm s}>0\iff A>0 .$$

**Solution.** Apply (d) with $A+CD^{-1}C^\dagger$ as the singles block. The matrix to be tested is then

$$(A+CD^{-1}C^\dagger)-CD^{-1}C^\dagger=A .$$

The strength of the coupling has dropped out of the criterion. The Lean proof is this substitution, with `add_sub_cancel_right` for the cancellation.

```lean
/-- For positive definite `D` and any coupling `C`, the subtracted matrix is positive definite if
and only if `A` is. -/
theorem subtracted_posDef_iff (A : Matrix m m ℂ) (C : Matrix m n ℂ) {D : Matrix n n ℂ}
    (hD : D.PosDef) : (subtracted A C D).PosDef ↔ A.PosDef := by
  rw [subtracted, extended_posDef_iff _ C hD, add_sub_cancel_right]
```

## (g) The static limit of the subtracted kernel

**Task.** Let $K_{\rm s}(\omega)$ be the folded kernel of $H_{\rm s}$. For positive definite $D$, show that

$$K_{\rm s}(0)=A .$$

**Solution.** By (b), with the shifted singles block,

$$K_{\rm s}(0)=(A+CD^{-1}C^\dagger)-CD^{-1}C^\dagger=A .$$

The physical reading is that $A$ already contains the static effect of the doubles, as a static effective interaction may be taken to do. The subtraction then removes the static part of the folding term, so that this effect is not counted twice. The frequency dependence remains: where $\omega-D$ is invertible, $K_{\rm s}(\omega)-A=\omega\,CD^{-1}(\omega-D)^{-1}C^\dagger$.

```lean
omit [Fintype m] in
/-- For positive definite `D`, the folded kernel of the subtracted matrix at zero frequency
is `A`. -/
theorem subtracted_folded_zero (A : Matrix m m ℂ) (C : Matrix m n ℂ) {D : Matrix n n ℂ}
    (hD : D.PosDef) : folded (A + C * D⁻¹ * Cᴴ) C D 0 = A := by
  rw [folded_zero _ C hD, add_sub_cancel_right]
```

## (h) Excitation energies of the subtracted matrix

**Task.** Let $A$ and $D$ be positive definite, and let $H_{\rm s}v=\omega v$ with $v\neq0$ and $\omega$ real. Show that

$$\omega>0 .$$

**Solution.** By (f), $H_{\rm s}$ is positive definite, so

$$0<v^\dagger H_{\rm s}v=\omega\,v^\dagger v .$$

Since $v^\dagger v\geq0$, a value $\omega\leq0$ would make the right-hand side at most zero. Hence $\omega>0$. Taking $\omega$ real loses nothing, because $H_{\rm s}$ is Hermitian.

In the proof, `h1` and `h2` are the real parts of the two inequalities, and `nlinarith` derives the contradiction from $\omega\leq0$.

```lean
/-- For positive definite `A` and `D`, every real eigenvalue of the subtracted matrix is
positive. -/
theorem subtracted_energy_pos {A : Matrix m m ℂ} (C : Matrix m n ℂ) {D : Matrix n n ℂ}
    (hA : A.PosDef) (hD : D.PosDef) {ω : ℝ} {v : m ⊕ n → ℂ} (hv : v ≠ 0)
    (h : subtracted A C D *ᵥ v = (ω : ℂ) • v) : 0 < ω := by
  have hp := ((subtracted_posDef_iff A C hD).mpr hA).dotProduct_mulVec_pos hv
  rw [h, dotProduct_smul, smul_eq_mul] at hp
  have h1 := (Complex.lt_def.mp hp).1
  have h2 := (Complex.le_def.mp (dotProduct_star_self_nonneg v)).1
  rw [Complex.re_ofReal_mul, Complex.zero_re] at h1
  rw [Complex.zero_re] at h2
  by_contra hω
  nlinarith [mul_nonneg (neg_nonneg.mpr (not_lt.mp hω)) h2]

end

end DynamicalKernel
```

```lean
#print axioms DynamicalKernel.extended_not_posDef
#print axioms DynamicalKernel.subtracted_posDef_iff
#print axioms DynamicalKernel.subtracted_folded_zero
#print axioms DynamicalKernel.subtracted_energy_pos
```

```
'DynamicalKernel.extended_not_posDef' depends on axioms: [propext, Classical.choice, Quot.sound]
'DynamicalKernel.subtracted_posDef_iff' depends on axioms: [propext, Classical.choice, Quot.sound]
'DynamicalKernel.subtracted_folded_zero' depends on axioms: [propext, Classical.choice, Quot.sound]
'DynamicalKernel.subtracted_energy_pos' depends on axioms: [propext, Classical.choice, Quot.sound]
```
